# A finite spin system with zero total spin has no site moments and isotropic spin correlations

Q: Take two spins 1/2 in the state \(\psi=(\uparrow\downarrow-\downarrow\uparrow)/\sqrt2\). In each of the two terms both spins have a definite direction, so why is there no moment on either site?

A: Number the sites 0 and 1, and the components \(x,y,z\) as 0, 1, 2, with \(\hbar=1\). A superscript on a spin operator is always a component label, not a power. As a factor, \(i\) is the imaginary unit; as a subscript or summation index, it labels a site. The total spin \(T^a=S_0^a+S_1^a\) annihilates \(\psi\) for every \(a\). As \(T^0\) is Hermitian, it gives zero acting to the right on \(\psi\) and to the left on \(\psi^\dagger\), so
\[
0=\langle[T^0,S_0^1]\rangle=i\langle S_0^2\rangle .
\]
The \(z\) moment on site 0 vanishes. Putting a product in the commutator instead gives
\[
0=\langle[T^0,S_0^1S_1^2]\rangle=i\langle S_0^2S_1^2\rangle-i\langle S_0^1S_1^1\rangle ,
\]
so the \(zz\) and \(yy\) correlations agree. Both are \(-1/4\), and \(\langle \mathbf S_0\cdot\mathbf S_1\rangle=-3/4\). The spins are correlated, but no direction is singled out.

Q: Does this need two sites, or spin 1/2?

A: Neither. Take finitely many sites \(j\) with Hermitian components \(S_j^a\), where \([S_j^a,S_j^{a+1}]=iS_j^{a+2}\) with component indices modulo 3, and different sites commute. Let \(T^a=\sum_jS_j^a\) and suppose \(T^a\psi=0\) for all \(a\). In \([T^a,S_j^b]\) only site \(j\) survives, so it equals \([S_j^a,S_j^b]\). For any matrix \(A\),
\[
\langle[T^a,A]\rangle=(T^a\psi)^\dagger A\psi-\psi^\dagger A\,T^a\psi=0 .
\]
With \(T^{a+1}\) and \(A=S_j^{a+2}\) this reads \(i\langle S_j^a\rangle=0\). With \(A=S_i^bS_j^c\), the product rule for commutators gives the Ward identity
\[
\langle[S_i^a,S_i^b]S_j^c\rangle+\langle S_i^b[S_j^a,S_j^c]\rangle=0 .
\]
Three choices of \((b,c)\) finish the argument:

- \((a,a+1)\) gives \(i\langle S_i^aS_j^{a+2}\rangle=0\).
- \((a+1,a)\) gives \(i\langle S_i^{a+2}S_j^a\rangle=0\).
- \((a+1,a+2)\) gives \(i\langle S_i^{a+2}S_j^{a+2}\rangle-i\langle S_i^{a+1}S_j^{a+1}\rangle=0\).

The first two remove every off-diagonal correlation, as \(a\) runs over the components. The third makes the diagonal ones equal, so each is a third of their sum:
\[
\langle S_i^aS_j^b\rangle=\tfrac13\delta_{ab}\langle\mathbf S_i\cdot\mathbf S_j\rangle .
\]
The product rule never reorders \(S_i^b\) and \(S_j^c\), so \(i=j\) is included.

Q: Now the formal version. What is a spin there?

A: A family of complex matrices `S j a`, with `j` in a type `ι` of sites and `a` in `Fin 3`. The matrices act on a space with finite basis `n`.

In Lean 4 with Mathlib:

```lean
import Mathlib

open Matrix
open scoped Kronecker

namespace SingletCorrelations

noncomputable section

variable {ι n : Type*} [Fintype n]
```

The physics of a spin enters as three assumptions.

```lean
/-- Spins on a set of sites: Hermitian components, the relations `[S^a, S^(a+1)] = i S^(a+2)`
on each site (indices modulo 3), and commuting components on different sites. -/
structure SpinSites (S : ι → Fin 3 → Matrix n n ℂ) : Prop where
  herm : ∀ j a, (S j a)ᴴ = S j a
  su2 : ∀ j a, S j a * S j (a + 1) - S j (a + 1) * S j a = Complex.I • S j (a + 2)
  comm : ∀ i j, i ≠ j → ∀ a b, S i a * S j b = S j b * S i a
```

Q: I see no spin quantum number, and only three commutators.

A: The three cyclic relations are the whole su(2) algebra, since reversing a commutator changes its sign. The spin quantum number is left open and may differ between sites. There is no Hamiltonian either: \(\psi\) need not be a ground state or an eigenstate of anything but the total spin.

Q: And the expectation value? I would expect a unit vector.

A: `expect ψ A` is \(\psi^\dagger A\psi\), without division by \(\psi^\dagger\psi\). Both sides of each identity scale alike, so for a nonzero vector you may normalise afterwards. Linearity in `A` is built into the definition.

```lean
/-- The expectation value `⟨ψ, A ψ⟩`, as a linear functional of the observable `A`. -/
def expect (ψ : n → ℂ) : Matrix n n ℂ →ₗ[ℂ] ℂ where
  toFun A := star ψ ⬝ᵥ (A *ᵥ ψ)
  map_add' A B := by rw [Matrix.add_mulVec, dotProduct_add]
  map_smul' c A := by rw [Matrix.smul_mulVec, dotProduct_smul, RingHom.id_apply]
```

The total spin needs finitely many sites.

```lean
variable [Fintype ι]

/-- The component `a` of the total spin. -/
def total (S : ι → Fin 3 → Matrix n n ℂ) (a : Fin 3) : Matrix n n ℂ := ∑ j, S j a
```

An order parameter attaches a real weight \(\eta_j\) to each site; alternating signs give the staggered magnetisation.

```lean
/-- The order parameter `∑_j η_j S_j^a` with real site weights `η_j`. -/
def orderParameter (η : ι → ℝ) (S : ι → Fin 3 → Matrix n n ℂ) (a : Fin 3) : Matrix n n ℂ :=
  ∑ j, (η j : ℂ) • S j a
```

Q: Where does the commutator argument start?

A: With the reduction to one site. `Finset.sum_eq_single` keeps site `j` and discards the others, because `comm` makes their terms vanish.

```lean
variable {S : ι → Fin 3 → Matrix n n ℂ} {ψ : n → ℂ}

/-- The commutator of the total spin with a spin at site `j` is the commutator on that site. -/
theorem total_commutator (h : SpinSites S) (j : ι) (a b : Fin 3) :
    total S a * S j b - S j b * total S a = S j a * S j b - S j b * S j a := by
  unfold total
  rw [Finset.sum_mul, Finset.mul_sum, ← Finset.sum_sub_distrib]
  exact Finset.sum_eq_single j (fun k _ hk => sub_eq_zero.mpr (h.comm k j hk a b))
    (fun hj => absurd (Finset.mem_univ j) hj)
```

Next comes the vanishing commutator. In the proof, `hl` is the action to the left, \(\psi^\dagger T=0\), and this is where Hermiticity is used.

```lean
/-- If a Hermitian `T` annihilates `ψ`, the commutator of `T` with any observable has
zero expectation value in `ψ`. -/
theorem expect_commutator {T : Matrix n n ℂ} (hT : Tᴴ = T) (h0 : T *ᵥ ψ = 0)
    (A : Matrix n n ℂ) : expect ψ (T * A - A * T) = 0 := by
  have hl : star ψ ᵥ* T = 0 := by
    have h := Matrix.star_mulVec T ψ
    rw [h0, hT, star_zero] at h
    exact h.symm
  have h1 : expect ψ (T * A) = 0 := by
    change star ψ ⬝ᵥ ((T * A) *ᵥ ψ) = 0
    rw [← Matrix.mulVec_mulVec, Matrix.dotProduct_mulVec, hl, zero_dotProduct]
  have h2 : expect ψ (A * T) = 0 := by
    change star ψ ⬝ᵥ ((A * T) *ᵥ ψ) = 0
    rw [← Matrix.mulVec_mulVec, h0, Matrix.mulVec_zero, dotProduct_zero]
  rw [map_sub, h1, h2, sub_zero]
```

To apply it to the total spin, one needs that a sum of Hermitian matrices is Hermitian.

```lean
/-- The total spin is Hermitian. -/
theorem total_hermitian (h : SpinSites S) (a : Fin 3) : (total S a)ᴴ = total S a := by
  unfold total
  rw [Matrix.conjTranspose_sum]
  exact Finset.sum_congr rfl (fun j _ => h.herm j a)
```

The Ward identity combines these. The equation `key` is the product rule, and the two rewrites with `total_commutator` reduce it to on-site commutators.

```lean
/-- Ward identity: in a state annihilated by the total spin, the rotations of the two factors
of `S_i^b S_j^c` about axis `a` cancel in the expectation value. -/
theorem ward_identity (h : SpinSites S) (h0 : ∀ a, total S a *ᵥ ψ = 0)
    (i j : ι) (a b c : Fin 3) :
    expect ψ ((S i a * S i b - S i b * S i a) * S j c
      + S i b * (S j a * S j c - S j c * S j a)) = 0 := by
  have key : total S a * (S i b * S j c) - (S i b * S j c) * total S a
      = (total S a * S i b - S i b * total S a) * S j c
        + S i b * (total S a * S j c - S j c * total S a) := by noncomm_ring
  have w := expect_commutator (total_hermitian h a) (h0 a) (S i b * S j c)
  rwa [key, total_commutator h, total_commutator h] at w
```

Q: Then the main theorem should be the three index choices.

A: It is. Its hypotheses are `SpinSites S` and `h0`, which says that every component of the total spin annihilates `ψ`. Its conclusions are zero moments and the formula with \(\delta_{ab}/3\), written as an `if`, for all `i`, `j`, `a`, `b`. In the proof, `h1`, `h2` and `h3` are the three choices in the order I listed them, `hd` equates all diagonal terms with the one for component 0, and `hcases` checks that two different components always fall under `h1` or `h2`.

```lean
/-- In a state annihilated by every component of the total spin, each site moment vanishes
and `⟨S_i^a S_j^b⟩ = δ_ab ⟨S_i · S_j⟩ / 3` for all sites `i`, `j`. -/
theorem singlet_correlations (h : SpinSites S) (h0 : ∀ a, total S a *ᵥ ψ = 0) :
    (∀ j a, expect ψ (S j a) = 0) ∧
    ∀ i j a b, expect ψ (S i a * S j b)
      = if a = b then expect ψ (∑ c, S i c * S j c) / 3 else 0 := by
  have e1 : ∀ a : Fin 3, a + 2 + 1 = a := by decide
  have e2 : ∀ a : Fin 3, a + 2 + 2 = a + 1 := by decide
  have e3 : ∀ a : Fin 3, a + 1 + 2 = a := by decide
  constructor
  · -- each spin component is a commutator with the total spin
    intro j a
    have w := expect_commutator (total_hermitian h (a + 1)) (h0 (a + 1)) (S j (a + 1 + 1))
    rw [total_commutator h, h.su2, e3, map_smul, smul_eq_mul] at w
    exact (mul_eq_zero.mp w).resolve_left Complex.I_ne_zero
  · intro i j
    -- off-diagonal correlations vanish
    have h1 : ∀ a, expect ψ (S i a * S j (a + 2)) = 0 := by
      intro a
      have w := ward_identity h h0 i j a a (a + 1)
      rw [sub_self, zero_mul, zero_add, h.su2 j a, Matrix.mul_smul, map_smul,
        smul_eq_mul] at w
      exact (mul_eq_zero.mp w).resolve_left Complex.I_ne_zero
    have h2 : ∀ a, expect ψ (S i (a + 2) * S j a) = 0 := by
      intro a
      have w := ward_identity h h0 i j a (a + 1) a
      rw [sub_self (S j a * S j a), mul_zero, add_zero, h.su2 i a, Matrix.smul_mul, map_smul,
        smul_eq_mul] at w
      exact (mul_eq_zero.mp w).resolve_left Complex.I_ne_zero
    -- diagonal correlations agree
    have h3 : ∀ a, expect ψ (S i (a + 2) * S j (a + 2))
        = expect ψ (S i (a + 1) * S j (a + 1)) := by
      intro a
      have k := h.su2 j (a + 2)
      rw [e1, e2] at k
      have k' : S j a * S j (a + 2) - S j (a + 2) * S j a = -(Complex.I • S j (a + 1)) := by
        rw [← k, neg_sub]
      have w := ward_identity h h0 i j a (a + 1) (a + 2)
      rw [h.su2 i a, k', Matrix.smul_mul, mul_neg, Matrix.mul_smul] at w
      simp only [map_add, map_neg, map_smul, smul_eq_mul] at w
      exact mul_left_cancel₀ Complex.I_ne_zero (by linear_combination w)
    have hd : ∀ c, expect ψ (S i c * S j c) = expect ψ (S i 0 * S j 0) := by
      intro c
      fin_cases c
      · rfl
      · exact (h3 0).symm.trans (h3 1).symm
      · exact (h3 1).symm
    intro a b
    split_ifs with hab
    · subst hab
      rw [map_sum, Fin.sum_univ_three, hd a, hd 1, hd 2]
      ring
    · have hcases : ∀ a b : Fin 3, a ≠ b → b = a + 2 ∨ a = b + 2 := by decide
      rcases hcases a b hab with hb | ha
      · rw [hb]; exact h1 a
      · rw [ha]; exact h2 b
```

Q: Would zero total \(S^z\) have been enough?

A: No. The product state \(\uparrow\downarrow\) is annihilated by the \(z\) component \(T^2\) of the total spin, yet the \(z\) moment on site 0 is \(\langle S_0^2\rangle=1/2\). That is the pattern of a broken-symmetry determinant. For a pure state in a finite-dimensional model, a nonzero site moment therefore shows that the state is not a singlet, even if its total \(S^z\) is zero.

Q: But antiferromagnets do have staggered moments.

A: In a finite singlet the mean staggered moment is zero, and antiferromagnetic correlations show up in the second moment instead. With \(M^a=\sum_j\eta_jS_j^a\), the next theorem says that \(\langle M^a\rangle=0\) and
\[
\langle M^aM^b\rangle=\tfrac13\delta_{ab}\sum_{i,j}\eta_i\eta_j\langle\mathbf S_i\cdot\mathbf S_j\rangle .
\]
For the two-spin singlet with weights \(1,-1\), each diagonal second moment is 1. The proof expands the double sum and inserts the correlations. An infinite antiferromagnet with spontaneously broken symmetry is a different setting, which the finite site set excludes.

```lean
/-- In a state annihilated by the total spin, an order parameter `∑_j η_j S_j^a` has zero mean,
and its second moments are `δ_ab ∑_ij η_i η_j ⟨S_i · S_j⟩ / 3`. -/
theorem orderParameter_moments (h : SpinSites S) (h0 : ∀ a, total S a *ᵥ ψ = 0)
    (η : ι → ℝ) :
    (∀ a, expect ψ (orderParameter η S a) = 0) ∧
    ∀ a b, expect ψ (orderParameter η S a * orderParameter η S b)
      = if a = b then
          (∑ i, ∑ j, (η i : ℂ) * η j * expect ψ (∑ c, S i c * S j c)) / 3 else 0 := by
  obtain ⟨hm, hc⟩ := singlet_correlations h h0
  constructor
  · intro a
    simp only [orderParameter, map_sum, map_smul, hm, smul_zero, Finset.sum_const_zero]
  · intro a b
    have hexp : expect ψ (orderParameter η S a * orderParameter η S b)
        = ∑ i, ∑ j, (η i : ℂ) * η j * expect ψ (S i a * S j b) := by
      unfold orderParameter
      rw [Finset.sum_mul_sum]
      simp only [Matrix.smul_mul, Matrix.mul_smul, map_sum, map_smul, smul_eq_mul]
      exact Finset.sum_congr rfl fun i _ => Finset.sum_congr rfl fun j _ => by ring
    rw [hexp]
    simp only [hc]
    split_ifs with hab
    · simp only [Finset.sum_div]
      exact Finset.sum_congr rfl fun i _ => Finset.sum_congr rfl fun j _ => by ring
    · simp only [mul_zero, Finset.sum_const_zero]
```

Q: What would a neutron see?

A: Magnetic scattering probes spin components perpendicular to the scattering vector. For a unit direction \(q\), the projection is
\[
\sum_{a,b}(\delta_{ab}-q_aq_b)\langle S_i^aS_j^b\rangle
=\tfrac13(3-|q|^2)\langle\mathbf S_i\cdot\mathbf S_j\rangle
=\tfrac23\langle\mathbf S_i\cdot\mathbf S_j\rangle .
\]
This concerns equal-time correlations in one pure singlet state; form factors, phases and energy transfer do not enter. In the proof, `hq'` carries the condition \(|q|^2=1\) to the complex numbers, and `linear_combination` does the last step.

```lean
/-- For a unit scattering direction `q` and a state annihilated by the total spin, the transverse
projection `∑_ab (δ_ab - q_a q_b) ⟨S_i^a S_j^b⟩` equals `(2/3) ⟨S_i · S_j⟩`. -/
theorem polarisation_factor (h : SpinSites S) (h0 : ∀ a, total S a *ᵥ ψ = 0)
    (q : Fin 3 → ℝ) (hq : q 0 ^ 2 + q 1 ^ 2 + q 2 ^ 2 = 1) (i j : ι) :
    ∑ a, ∑ b, ((if a = b then 1 else 0) - (q a : ℂ) * q b) * expect ψ (S i a * S j b)
      = 2 / 3 * expect ψ (∑ c, S i c * S j c) := by
  have hq' : (q 0 : ℂ) ^ 2 + (q 1 : ℂ) ^ 2 + (q 2 : ℂ) ^ 2 = 1 := by exact_mod_cast hq
  simp only [(singlet_correlations h h0).2]
  generalize expect ψ (∑ c, S i c * S j c) = E
  simp only [mul_ite, mul_zero, Finset.sum_ite_eq, Finset.mem_univ, ↓reduceIte]
  rw [Fin.sum_univ_three]
  linear_combination (-(E / 3)) * hq'
```

Q: Could the assumptions be so strong that only trivial cases meet them?

A: On a single site they nearly are: the total spin is then the site spin, so \(S_0^a\psi=0\) and every correlation vanishes. For one spin 1/2 that forces \(\psi=0\). Two sites already give a nontrivial case, the pair we began with. Its site matrices are half the Pauli matrices.

```lean
local notation "M₂" => Matrix (Fin 2) (Fin 2) ℂ

/-- The spin-1/2 matrices, half the Pauli matrices. -/
def spinHalf : Fin 3 → M₂ :=
  ![!![0, 1 / 2; 1 / 2, 0], !![0, -Complex.I / 2; Complex.I / 2, 0], !![1 / 2, 0; 0, -1 / 2]]
```

Each acts on its own factor of the product space.

```lean
/-- Two spins 1/2 acting on the two factors of the product space. -/
def pair : Fin 2 → Fin 3 → Matrix (Fin 2 × Fin 2) (Fin 2 × Fin 2) ℂ :=
  ![fun a => spinHalf a ⊗ₖ (1 : M₂), fun a => (1 : M₂) ⊗ₖ spinHalf a]
```

The state is left unnormalised, with squared norm 2.

```lean
/-- The unnormalised two-spin state `↑↓ - ↓↑`. -/
def singlet : Fin 2 × Fin 2 → ℂ := fun p => (!![0, 1; -1, 0] : M₂) p.1 p.2
```

The last theorem confirms all the assumptions for this pair and finds `-1 / 2` for the \(zz\) correlation, which is \(-1/4\) after normalisation. In its proof, `hh` and `hs` check Hermiticity and the su(2) relations entry by entry for one spin, and `hc` shows that matrices on different factors commute. Kronecker-product rules carry these facts to the pair, and the action of the total spin on the state is computed component by component.

```lean
/-- Two spins 1/2 are spins on two sites, their total spin annihilates `↑↓ - ↓↑`, and
`⟨S_0^z S_1^z⟩ = -1/2` in this unnormalised state. -/
theorem singlet_witness :
    SpinSites pair ∧ (∀ a, total pair a *ᵥ singlet = 0) ∧
    expect singlet (pair 0 2 * pair 1 2) = -1 / 2 := by
  have hh : ∀ a, (spinHalf a)ᴴ = spinHalf a := by
    intro a
    ext p q
    fin_cases a <;> fin_cases p <;> fin_cases q <;>
      simp [spinHalf, Matrix.conjTranspose_apply]
  have hs : ∀ a, spinHalf a * spinHalf (a + 1) - spinHalf (a + 1) * spinHalf a
      = Complex.I • spinHalf (a + 2) := by
    intro a
    ext p q
    fin_cases a <;> fin_cases p <;> fin_cases q <;>
      simp [spinHalf, Complex.ext_iff] <;> norm_num
  have hc : ∀ A B : M₂, (A ⊗ₖ (1 : M₂)) * ((1 : M₂) ⊗ₖ B)
      = ((1 : M₂) ⊗ₖ B) * (A ⊗ₖ (1 : M₂)) := by
    intro A B
    simp only [← Matrix.mul_kronecker_mul, one_mul, mul_one]
  refine ⟨⟨?_, ?_, ?_⟩, ?_, ?_⟩
  · intro j a
    fin_cases j <;> simp [pair, Matrix.conjTranspose_kronecker, hh]
  · -- the relations carry over from one factor to the product space
    intro j a
    fin_cases j
    · change (spinHalf a ⊗ₖ (1 : M₂)) * (spinHalf (a + 1) ⊗ₖ (1 : M₂))
        - (spinHalf (a + 1) ⊗ₖ (1 : M₂)) * (spinHalf a ⊗ₖ (1 : M₂))
        = Complex.I • (spinHalf (a + 2) ⊗ₖ (1 : M₂))
      rw [← Matrix.mul_kronecker_mul, ← Matrix.mul_kronecker_mul, one_mul,
        ← Matrix.smul_kronecker, ← hs a]
      ext p q
      simp only [Matrix.sub_apply, Matrix.kroneckerMap_apply]
      ring
    · change ((1 : M₂) ⊗ₖ spinHalf a) * ((1 : M₂) ⊗ₖ spinHalf (a + 1))
        - ((1 : M₂) ⊗ₖ spinHalf (a + 1)) * ((1 : M₂) ⊗ₖ spinHalf a)
        = Complex.I • ((1 : M₂) ⊗ₖ spinHalf (a + 2))
      rw [← Matrix.mul_kronecker_mul, ← Matrix.mul_kronecker_mul, one_mul,
        ← Matrix.kronecker_smul, ← hs a]
      ext p q
      simp only [Matrix.sub_apply, Matrix.kroneckerMap_apply]
      ring
  · intro i j hij a b
    fin_cases i <;> fin_cases j
    · exact absurd rfl hij
    · exact hc _ _
    · exact (hc _ _).symm
    · exact absurd rfl hij
  · intro a
    ext ⟨p, q⟩
    fin_cases a <;> fin_cases p <;> fin_cases q <;>
      simp [total, pair, singlet, spinHalf, Matrix.mulVec, dotProduct, Fintype.sum_prod_type,
        Fin.sum_univ_two, Matrix.kroneckerMap_apply, Matrix.one_apply] <;> norm_num
  · change star singlet ⬝ᵥ
      (((spinHalf 2 ⊗ₖ (1 : M₂)) * ((1 : M₂) ⊗ₖ spinHalf 2)) *ᵥ singlet) = -1 / 2
    rw [← Matrix.mul_kronecker_mul, one_mul, mul_one]
    simp [singlet, spinHalf, Matrix.mulVec, dotProduct, Fintype.sum_prod_type,
      Fin.sum_univ_two, Matrix.kroneckerMap_apply]
    norm_num

end

end SingletCorrelations
```

```lean
#print axioms SingletCorrelations.orderParameter_moments
-- 'SingletCorrelations.orderParameter_moments' depends on axioms: [propext, Classical.choice, Quot.sound]
#print axioms SingletCorrelations.polarisation_factor
-- 'SingletCorrelations.polarisation_factor' depends on axioms: [propext, Classical.choice, Quot.sound]
```
